# Polar decomposition of an invertible complex matrix, and Löwdin's closest orthonormal orbitals

In this text a set of orbitals is represented by the columns of a square complex matrix $A$, and column $j$ holds the coefficients of orbital $j$ in a fixed orthonormal basis. The overlap matrix of the orbitals is then $A^\dagger A$, and a unitary matrix is an orthonormal set. Taking $A$ square means that there are as many orbitals as basis functions; taking it invertible means that the orbitals are linearly independent.

Under these conditions $A = UH$ with $U$ unitary and $H$ Hermitian positive definite, in exactly one way. In electronic structure, for a finite set of independent orbitals that spans the whole model space, $U$ is the result of Löwdin's symmetric orthogonalisation.

## Matrices, factors and distance

```lean
import Mathlib

open Matrix
open scoped ComplexOrder

namespace LoewdinPolar

variable {n : Type*} [Fintype n] [DecidableEq n]
```

The type `n` is a finite set of labels, used for both rows and columns. Opening `ComplexOrder` gives inequalities between complex numbers a meaning: $0 \le z$ says that $z$ is real and non-negative.

```lean
/-- `A = U H` with `U` unitary and `H` Hermitian positive definite. -/
def IsPolar (A U H : Matrix n n ℂ) : Prop :=
  U ∈ unitaryGroup n ℂ ∧ H.PosDef ∧ A = U * H
```

`IsPolar A U H` is a statement about three matrices: $U$ is unitary, $H$ is positive definite, and $A = UH$. In Lean, `PosDef` includes being Hermitian. The symbol `ᴴ`, used below, is the adjoint $\dagger$.

```lean
/-- The total squared change of the orbital coefficients between `A` and `V`. -/
noncomputable def distSq (A V : Matrix n n ℂ) : ℝ :=
  ∑ i, ∑ j, ‖A i j - V i j‖ ^ 2
```

This is $d^2(A,V) = \sum_{ij} |A_{ij} - V_{ij}|^2$. Because the basis is orthonormal, it is the sum over $j$ of the squared norm of the change in orbital $j$.

## A weighted square that vanishes only at zero

```lean
omit [DecidableEq n] in
/-- A positive semidefinite weight `K` gives a non-negative weighted square of any matrix `X`. -/
theorem weighted_trace_nonneg {K : Matrix n n ℂ} (hK : K.PosSemidef) (X : Matrix n n ℂ) :
    0 ≤ (Xᴴ * K * X).trace.re :=
  (Complex.nonneg_iff.1 (hK.conjTranspose_mul_mul_same X).trace_nonneg).1
```

Let $x_j$ be the columns of $X$. For positive semidefinite $K$,
$$\operatorname{tr}(X^\dagger K X) = \sum_j x_j^\dagger K x_j \ge 0 .$$
Lean reaches this through the fact that $X^\dagger K X$ is itself positive semidefinite, and `.re` takes the real part of the trace.

```lean
/-- For a positive definite weight `H`, the weighted square of `X` vanishes only if `X = 0`. -/
theorem eq_zero_of_weighted_trace {H X : Matrix n n ℂ} (hH : H.PosDef)
    (h : (Xᴴ * H * X).trace.re = 0) : X = 0 := by
  have hP := hH.posSemidef.conjTranspose_mul_mul_same X
  have ht : (Xᴴ * H * X).trace = 0 :=
    Complex.ext h (Complex.nonneg_iff.1 hP.trace_nonneg).2.symm
  have h0 : Xᴴ * H * X = 0 := hP.trace_eq_zero_iff.1 ht
  -- `X` sends every vector to zero
  have key : ∀ v, X *ᵥ v = 0 := by
    intro v
    by_contra hv
    have hpos := hH.dotProduct_mulVec_pos hv
    have e : star (X *ᵥ v) ⬝ᵥ (H *ᵥ (X *ᵥ v)) = star v ⬝ᵥ ((Xᴴ * H * X) *ᵥ v) := by
      rw [star_mulVec, ← dotProduct_mulVec]
      simp only [mulVec_mulVec, Matrix.mul_assoc]
    rw [e, h0, zero_mulVec, dotProduct_zero] at hpos
    exact lt_irrefl _ hpos
  ext i j
  have := congrFun (key (Pi.single j 1)) i
  simpa using this
```

If the weight $H$ is positive definite and the trace is zero, then $X = 0$. A positive semidefinite matrix with zero trace is the zero matrix, so $X^\dagger H X = 0$. Suppose $Xv \ne 0$ for some vector $v$. Then
$$0 < (Xv)^\dagger H (Xv) = v^\dagger (X^\dagger H X) v = 0,$$
a contradiction. This is `key`; applying it to the basis vectors shows that every column of $X$ is zero.

## The positive square root

```lean
/-- A positive semidefinite matrix with the same square as a positive definite one equals it. -/
theorem root_unique {H K : Matrix n n ℂ} (hH : H.PosDef) (hK : K.PosSemidef)
    (h : K * K = H * H) : K = H := by
  have hD : (H - K)ᴴ = H - K := by
    rw [conjTranspose_sub, hH.isHermitian.eq, hK.isHermitian.eq]
  have h1 := weighted_trace_nonneg hH.posSemidef (H - K)
  have h2 := weighted_trace_nonneg hK (H - K)
  -- the two non-negative traces add up to zero
  have hs : ((H - K)ᴴ * H * (H - K)).trace + ((H - K)ᴴ * K * (H - K)).trace = 0 := by
    rw [hD, trace_mul_comm ((H - K) * K) (H - K), ← trace_add]
    have e : (H - K) * H * (H - K) + (H - K) * ((H - K) * K)
        = (H - K) * (H * H - K * K) := by noncomm_ring
    rw [e, h, sub_self, mul_zero, trace_zero]
  have hr := congrArg Complex.re hs
  rw [Complex.add_re, Complex.zero_re] at hr
  exact (sub_eq_zero.1 (eq_zero_of_weighted_trace hH (by linarith))).symm
```

Let $K$ be positive semidefinite with $K^2 = H^2$, and put $D = H - K$, which is Hermitian. By cyclicity of the trace,
$$\operatorname{tr}(DHD) + \operatorname{tr}(DKD) = \operatorname{tr}\big(D(HD + DK)\big) = \operatorname{tr}\big(D(H^2 - K^2)\big) = 0,$$
since $HD + DK = H^2 - HK + HK - K^2$. Both terms on the left are non-negative, so both vanish, and the previous theorem applied to $\operatorname{tr}(DHD) = 0$ gives $D = 0$. The argument never assumes that $H$ and $K$ commute. In the code, `noncomm_ring` does the algebra without reordering factors, and `linarith` draws the conclusion from the two inequalities and the sum.

```lean
/-- A positive definite matrix stays positive definite under an invertible change of basis. -/
theorem posDef_congr {H B C : Matrix n n ℂ} (hH : H.PosDef) (h : C * B = 1) :
    (Bᴴ * H * B).PosDef := by
  apply hH.conjTranspose_mul_mul_same
  intro x y hxy
  have h2 : C *ᵥ (B *ᵥ x) = C *ᵥ (B *ᵥ y) := congrArg (fun v => C *ᵥ v) hxy
  rwa [mulVec_mulVec, mulVec_mulVec, h, one_mulVec, one_mulVec] at h2
```

The hypothesis $CB = 1$ ensures that $Bx \neq 0$ whenever $x \ne 0$. Hence $x^\dagger B^\dagger H B x = (Bx)^\dagger H (Bx) > 0$.

```lean
/-- Every positive definite overlap matrix `S` has a positive definite square root. -/
theorem exists_root {S : Matrix n n ℂ} (hS : S.PosDef) :
    ∃ H : Matrix n n ℂ, H.PosDef ∧ H * H = S := by
  -- diagonalise `S` and take the roots of its eigenvalues
  let V : Matrix n n ℂ := hS.isHermitian.eigenvectorUnitary
  let R : Matrix n n ℂ := diagonal fun i => ((√(hS.isHermitian.eigenvalues i) : ℝ) : ℂ)
  have hV : Vᴴ * V = 1 := mem_unitaryGroup_iff'.1 hS.isHermitian.eigenvectorUnitary.2
  have hV' : V * Vᴴ = 1 := mem_unitaryGroup_iff.1 hS.isHermitian.eigenvectorUnitary.2
  have hspec : S = V * diagonal (fun i => ((hS.isHermitian.eigenvalues i : ℝ) : ℂ)) * Vᴴ := by
    have h := hS.isHermitian.spectral_theorem
    rw [Unitary.conjStarAlgAut_apply] at h
    exact h
  have hR : R.PosDef := by
    refine posDef_diagonal_iff.mpr fun i => ?_
    exact_mod_cast Real.sqrt_pos.mpr (hS.eigenvalues_pos i)
  have hRR : R * R = diagonal (fun i => ((hS.isHermitian.eigenvalues i : ℝ) : ℂ)) := by
    rw [diagonal_mul_diagonal]
    congr 1
    funext i
    rw [← Complex.ofReal_mul, Real.mul_self_sqrt (hS.eigenvalues_pos i).le]
  refine ⟨V * R * Vᴴ, ?_, ?_⟩
  · have h := posDef_congr hR hV'
    rwa [conjTranspose_conjTranspose] at h
  · calc V * R * Vᴴ * (V * R * Vᴴ) = V * R * (Vᴴ * V) * R * Vᴴ := by noncomm_ring
      _ = V * (R * R) * Vᴴ := by rw [hV, mul_one, mul_assoc V R R]
      _ = S := by rw [hRR]; exact hspec.symm
```

A positive definite $S$ has a spectral decomposition $S = V \operatorname{diag}(s_i) V^\dagger$ with all $s_i > 0$. Set $R = \operatorname{diag}(\sqrt{s_i})$ and $H = V R V^\dagger$. Then
$$H^2 = V R (V^\dagger V) R V^\dagger = V R^2 V^\dagger = S,$$
and $H$ is positive definite by `posDef_congr` with $B = V^\dagger$. The names `hspec`, `hR` and `hRR` hold the spectral decomposition, the positivity of $R$ and the identity $R^2 = \operatorname{diag}(s_i)$.

## Löwdin's formula and the polar decomposition

```lean
/-- Loewdin's formula: if `K` is the positive definite root of the overlap `Aᴴ A`, then
`A K⁻¹` is unitary and `A = (A K⁻¹) K` is a polar decomposition. -/
theorem loewdin_isPolar {A K : Matrix n n ℂ} (hK : K.PosDef) (h : K * K = Aᴴ * A) :
    IsPolar A (A * K⁻¹) K := by
  have hdet := (isUnit_iff_isUnit_det K).1 hK.isUnit
  have h1 : K * K⁻¹ = 1 := mul_nonsing_inv K hdet
  have h2 : K⁻¹ * K = 1 := nonsing_inv_mul K hdet
  refine ⟨mem_unitaryGroup_iff'.2 ?_, hK, by rw [mul_assoc, h2, mul_one]⟩
  rw [star_eq_conjTranspose, conjTranspose_mul, conjTranspose_nonsing_inv, hK.isHermitian.eq]
  calc K⁻¹ * Aᴴ * (A * K⁻¹) = K⁻¹ * (Aᴴ * A) * K⁻¹ := by noncomm_ring
    _ = (K⁻¹ * K) * (K * K⁻¹) := by rw [← h]; noncomm_ring
    _ = 1 := by rw [h1, h2, mul_one]
```

If $K$ is positive definite with $K^2 = A^\dagger A$, then $AK^{-1}$ is unitary:
$$(AK^{-1})^\dagger (AK^{-1}) = K^{-1} A^\dagger A K^{-1} = K^{-1} K K K^{-1} = 1 .$$
For square matrices this one-sided identity is enough. Also $(AK^{-1})K = A$, so the pair $(AK^{-1}, K)$ satisfies `IsPolar`.

With $S = A^\dagger A$, the new orbitals are the columns of $A S^{-1/2}$. When the basis functions of a quantum chemistry program are not orthogonal, they play the part of the orbitals in $A$. To orthogonalise them symmetrically, the program can compute their overlap matrix $S$, diagonalise it, and form $S^{-1/2} = V \operatorname{diag}(s_i^{-1/2}) V^\dagger$. The columns of $S^{-1/2}$ are the coefficients of the new functions in terms of the old ones, so $A$ itself is never needed. Very small $s_i$, which signal near linear dependence, make this step numerically delicate.

```lean
/-- Polar decomposition: an invertible `A` is `U H` with `U` unitary and `H` positive definite;
`H` is the only positive semidefinite square root of `Aᴴ A`, and the pair is unique. -/
theorem polar_decomposition (A : Matrix n n ℂ) (hA : IsUnit A) :
    ∃ U H : Matrix n n ℂ, IsPolar A U H ∧ H * H = Aᴴ * A ∧
      (∀ K : Matrix n n ℂ, K.PosSemidef → K * K = Aᴴ * A → K = H) ∧
      ∀ U' H' : Matrix n n ℂ, IsPolar A U' H' → U' = U ∧ H' = H := by
  have hS : (Aᴴ * A).PosDef := by
    have h := posDef_congr PosDef.one (nonsing_inv_mul A ((isUnit_iff_isUnit_det A).1 hA))
    rwa [mul_one] at h
  obtain ⟨H, hH, hHH⟩ := exists_root hS
  refine ⟨A * H⁻¹, H, loewdin_isPolar hH hHH, hHH,
    fun K hK hKK => root_unique hH hK (hKK.trans hHH.symm), ?_⟩
  rintro U' H' ⟨hU, hH', hA'⟩
  have hU1 : U'ᴴ * U' = 1 := mem_unitaryGroup_iff'.1 hU
  -- the unitary factor drops out of the overlap matrix
  have hsq : H' * H' = Aᴴ * A := by
    rw [hA', conjTranspose_mul, hH'.isHermitian.eq]
    calc H' * H' = H' * (U'ᴴ * U') * H' := by rw [hU1, mul_one]
      _ = H' * U'ᴴ * (U' * H') := by noncomm_ring
  have e : H' = H := root_unique hH hH'.posSemidef (hsq.trans hHH.symm)
  refine ⟨?_, e⟩
  rw [hA', e, mul_assoc, mul_nonsing_inv H ((isUnit_iff_isUnit_det H).1 hH.isUnit), mul_one]
```

The hypothesis `IsUnit A` says that $A$ is invertible. The conclusion provides matrices $U$ and $H$ with four properties: they form a polar decomposition of $A$; $H^2 = A^\dagger A$; every positive semidefinite $K$ with $K^2 = A^\dagger A$ equals $H$; and every polar pair $(U', H')$ of $A$ equals $(U, H)$.

For existence, $A^\dagger A = A^\dagger 1 A$ is positive definite by `posDef_congr`. It therefore has a positive definite root $H$, and Löwdin's formula supplies $U = AH^{-1}$. Uniqueness of the root is `root_unique`.

For uniqueness of the pair, let $A = U'H'$ be another polar decomposition. The unitary factor drops out of the overlap:
$$A^\dagger A = H' U'^\dagger U' H' = H'^2 .$$
So $H' = H$ by uniqueness of the root, and then $U' = AH^{-1} = U$. For a $1 \times 1$ matrix $a \neq 0$ this is the familiar $a = (a/|a|)\,|a|$.

## The smallest change among orthonormal sets

```lean
omit [DecidableEq n] in
/-- The squared change of coefficients is the trace of `(A - V)ᴴ (A - V)`. -/
theorem distSq_eq_trace (A V : Matrix n n ℂ) :
    distSq A V = ((A - V)ᴴ * (A - V)).trace.re := by
  simp only [distSq, trace, diag_apply, mul_apply, conjTranspose_apply, Complex.re_sum]
  rw [Finset.sum_comm]
  refine Finset.sum_congr rfl fun j _ => Finset.sum_congr rfl fun i _ => ?_
  rw [Complex.sq_norm, Complex.normSq_apply]
  simp [Complex.mul_re]
  ring
```

The $j$-th diagonal entry of $(A-V)^\dagger(A-V)$ is $\sum_i |A_{ij} - V_{ij}|^2$. Summing over $j$ gives $d^2(A,V)$, so the distance can be handled by matrix algebra.

```lean
/-- Minimal change: the unitary polar factor `U` is strictly closer to `A` than any other
unitary matrix `V`. -/
theorem loewdin_closest {A U H V : Matrix n n ℂ} (h : IsPolar A U H)
    (hV : V ∈ unitaryGroup n ℂ) (hne : V ≠ U) : distSq A U < distSq A V := by
  obtain ⟨hU, hH, hA⟩ := h
  have hU1 : Uᴴ * U = 1 := mem_unitaryGroup_iff'.1 hU
  have hU2 : U * Uᴴ = 1 := mem_unitaryGroup_iff.1 hU
  have hV2 : V * Vᴴ = 1 := mem_unitaryGroup_iff.1 hV
  have ex : ∀ Q ∈ unitaryGroup n ℂ, (A - Q)ᴴ * (A - Q)
      = Aᴴ * A - H * (Uᴴ * Q) - (Uᴴ * Q)ᴴ * H + 1 := by
    intro Q hQ
    have hQ1 : Qᴴ * Q = 1 := mem_unitaryGroup_iff'.1 hQ
    have e1 : Aᴴ * Q = H * (Uᴴ * Q) := by
      rw [hA, conjTranspose_mul, hH.isHermitian.eq, mul_assoc]
    have e2 : Qᴴ * A = (Uᴴ * Q)ᴴ * H := by
      rw [hA, conjTranspose_mul, conjTranspose_conjTranspose, mul_assoc]
    rw [← e1, ← e2, ← hQ1, conjTranspose_sub]
    noncomm_ring
  have hW : (Uᴴ * V) * (Uᴴ * V)ᴴ = 1 := by
    rw [conjTranspose_mul, conjTranspose_conjTranspose]
    calc Uᴴ * V * (Vᴴ * U) = Uᴴ * (V * Vᴴ) * U := by noncomm_ring
      _ = 1 := by rw [hV2, mul_one, hU1]
  have exV := ex V hV
  have exU := ex U hU
  rw [hU1, conjTranspose_one, mul_one, one_mul] at exU
  generalize hWdef : Uᴴ * V = W at exV hW
  have hc : (Wᴴ * H * W).trace = H.trace := by
    rw [trace_mul_comm, ← mul_assoc, hW, one_mul]
  -- the excess distance is a weighted square of `1 - Uᴴ V`
  have hd : distSq A V = distSq A U + ((1 - W)ᴴ * H * (1 - W)).trace.re := by
    have e : (1 - W)ᴴ * H * (1 - W) = H - Wᴴ * H - H * W + Wᴴ * H * W := by
      rw [conjTranspose_sub, conjTranspose_one]
      noncomm_ring
    rw [distSq_eq_trace, distSq_eq_trace, exV, exU, e]
    simp only [trace_add, trace_sub, hc, Complex.add_re, Complex.sub_re]
    ring
  have hnn := weighted_trace_nonneg hH.posSemidef (1 - W)
  have hnz : ((1 - W)ᴴ * H * (1 - W)).trace.re ≠ 0 := by
    intro h0
    have hW1 : 1 = W := sub_eq_zero.1 (eq_zero_of_weighted_trace hH h0)
    apply hne
    calc V = U * (Uᴴ * V) := by rw [← mul_assoc, hU2, one_mul]
      _ = U := by rw [hWdef, ← hW1, mul_one]
  have hpos := lt_of_le_of_ne hnn hnz.symm
  linarith

end LoewdinPolar
```

Let $A = UH$ be a polar decomposition and $V$ a unitary matrix different from $U$. The theorem says $d^2(A,U) < d^2(A,V)$: no other orthonormal set is as close to the original orbitals.

For any unitary $Q$, the relation $A^\dagger Q = H U^\dagger Q$ gives the identity called `ex`:
$$(A-Q)^\dagger (A-Q) = A^\dagger A - H(U^\dagger Q) - (U^\dagger Q)^\dagger H + 1 .$$
Write $W = U^\dagger V$, which is unitary. Using the identity for $Q = V$ and for $Q = U$, and subtracting the traces,
$$d^2(A,V) - d^2(A,U) = \operatorname{Re}\big[\,2\operatorname{tr}H - \operatorname{tr}(HW) - \operatorname{tr}(W^\dagger H)\big].$$
Now expand the weighted square of $1 - W$:
$$\operatorname{tr}\big((1-W)^\dagger H (1-W)\big) = \operatorname{tr}H - \operatorname{tr}(W^\dagger H) - \operatorname{tr}(HW) + \operatorname{tr}(W^\dagger H W).$$
The last term equals $\operatorname{tr}H$ because $WW^\dagger = 1$; this is `hc`. The two right-hand sides therefore agree, which gives `hd`:
$$d^2(A,V) = d^2(A,U) + \operatorname{Re}\operatorname{tr}\big((1-W)^\dagger H (1-W)\big).$$
The extra term is non-negative. If it were zero, `eq_zero_of_weighted_trace` would give $W = 1$ and hence $V = UW = U$, which was excluded.

The comparison is orbital by orbital, column $j$ of $V$ against column $j$ of $A$, so relabelling the orbitals in $V$ counts as a change.

## Fewer orbitals than basis functions

Occupied orbitals usually span only part of the basis space. They could be modelled by a rectangular $A$ with linearly independent columns. The factor $U$ would then have orthonormal columns, $U^\dagger U = 1$, but $UU^\dagger$ would be a projector and no longer the identity. The square root of $A^\dagger A$ would be treated as before. The proof of minimal change would need rewriting, because it uses $WW^\dagger = 1$, and $W = U^\dagger V$ is not unitary when the columns of $U$ and $V$ span different subspaces.

```lean
#print axioms LoewdinPolar.polar_decomposition
#print axioms LoewdinPolar.loewdin_closest
```

```
'LoewdinPolar.polar_decomposition' depends on axioms: [propext, Classical.choice, Quot.sound]
'LoewdinPolar.loewdin_closest' depends on axioms: [propext, Classical.choice, Quot.sound]
```
